# Projecting an eigenstate on orthonormal orbitals shifts its mean energy by at most $\|H-e\|$ times the lost weight

Take two orthonormal eigenstates $\psi$ and $\chi$ with energies $e$ and $e'$, and one atomic orbital $g=a\psi+b\chi$, with $a,b$ real, $a\neq0$ and $a^2+b^2=1$. Projecting $\psi$ on the orbital gives $a\,g$ and keeps the weight $p=a^2$. After normalisation, the projected state has mean energy $a^2e+b^2e'$, so it misses $e$ by $(e'-e)(1-p)$. The error is linear in the lost weight because $H-e$ annihilates the $\psi$ component.

The same mechanism bounds the error for any finite set of orthonormal orbitals and any bounded symmetric $H$, provided that the projection of $\psi$ is not zero.

```lean
import Mathlib

open scoped InnerProductSpace

namespace ProjectabilityEnergyBound

noncomputable section

variable {E : Type*} [NormedAddCommGroup E] [InnerProductSpace ℂ E]
variable {ι : Type*} [Fintype ι]
```

## States, orbitals and energies

The state space `E` is a complex inner-product space of any dimension, with the inner product linear in its second slot. For orbitals $g_i$, the projection is $Px=\sum_i\langle g_i,x\rangle g_i$. This is an orthogonal projection once the $g_i$ are orthonormal, which the theorems assume where they need it.

```lean
/-- The sum `∑ i, ⟨g i, x⟩ g i`. For orthonormal orbitals `g i` it is the orthogonal projection of
`x` on their span. -/
def orbProj (g : ι → E) (x : E) : E := ∑ i, ⟪g i, x⟫_ℂ • g i
```

The projectability of $\psi$ is $p=\langle\psi,P\psi\rangle$, stored as a real part because Lean's inner product is complex-valued.

```lean
/-- The projectability `p = ⟨ψ, P ψ⟩` of a state on the atomic orbitals. -/
def projectability (g : ι → E) (ψ : E) : ℝ := (⟪ψ, orbProj g ψ⟫_ℂ).re
```

The mean energy of an unnormalised vector $x$ is $R(x)=\mathrm{Re}\langle x,Hx\rangle/\|x\|^2$.

```lean
/-- The real part of the Rayleigh quotient `⟨x, H x⟩ / ⟨x, x⟩`, for a nonzero vector `x`. For
symmetric `H` the quotient is already real. -/
def rayleigh (H : E →L[ℂ] E) (x : E) : ℝ := (⟪x, H x⟫_ℂ).re / ‖x‖ ^ 2
```

Write $A=H-e$ for the Hamiltonian measured from the real energy $e$. Its operator norm $\|A\|$ is the energy scale in the bound.

```lean
/-- The Hamiltonian measured from the energy `e`, that is `H - e`. -/
def shifted (H : E →L[ℂ] E) (e : ℝ) : E →L[ℂ] E :=
  H - (e : ℂ) • ContinuousLinearMap.id ℂ E
```

The opening example needs a set containing one orbital.

```lean
/-- A set of one orbital, the combination `a ψ + b χ`. -/
def hybrid (ψ χ : E) (a b : ℝ) : Unit → E := fun _ => (a : ℂ) • ψ + (b : ℂ) • χ
```

## The weight kept by the projection

Inserting the sum for $P$ gives
$$p=\sum_i\langle g_i,\psi\rangle\langle\psi,g_i\rangle=\sum_i|\langle g_i,\psi\rangle|^2 .$$

```lean
/-- The projectability is the sum of the squared overlaps with the orbitals. -/
theorem projectability_eq_sum (g : ι → E) (ψ : E) :
    projectability g ψ = ∑ i, ‖⟪g i, ψ⟫_ℂ‖ ^ 2 := by
  unfold projectability orbProj
  rw [inner_sum, Complex.re_sum]
  refine Finset.sum_congr rfl fun i _ => ?_
  rw [inner_smul_right, ← inner_conj_symm ψ (g i), Complex.mul_conj,
    Complex.ofReal_re, Complex.normSq_eq_norm_sq]
```

The sum is nonnegative. For orthonormal orbitals, Bessel's inequality bounds it by $\|\psi\|^2=1$, so $0\le p\le1$.

```lean
/-- For orthonormal orbitals and a normalised state, the projectability lies
between zero and one. -/
theorem projectability_mem_Icc {g : ι → E} (hg : Orthonormal ℂ g) {ψ : E}
    (hn : ‖ψ‖ = 1) : 0 ≤ projectability g ψ ∧ projectability g ψ ≤ 1 := by
  rw [projectability_eq_sum]
  refine ⟨Finset.sum_nonneg fun i _ => sq_nonneg _, ?_⟩
  have h := hg.sum_inner_products_le ψ (s := Finset.univ)
  rwa [hn, one_pow] at h
```

Orthonormality also collapses the double sum in the norm:
$$\|P\psi\|^2=\sum_{i,j}\overline{\langle g_i,\psi\rangle}\,\langle g_j,\psi\rangle\,\langle g_i,g_j\rangle=p .$$

```lean
/-- For orthonormal orbitals, the squared norm of the projected state is the
projectability. -/
theorem norm_sq_orbProj {g : ι → E} (hg : Orthonormal ℂ g) (ψ : E) :
    ‖orbProj g ψ‖ ^ 2 = projectability g ψ := by
  have h : (⟪orbProj g ψ, orbProj g ψ⟫_ℂ).re = ‖orbProj g ψ‖ ^ 2 :=
    inner_self_eq_norm_sq (𝕜 := ℂ) _
  rw [← h, projectability_eq_sum]
  unfold orbProj
  rw [hg.inner_sum, Complex.re_sum]
  refine Finset.sum_congr rfl fun i _ => ?_
  rw [mul_comm, Complex.mul_conj, Complex.ofReal_re, Complex.normSq_eq_norm_sq]
```

## Removing the eigenstate from the error

For $x\ne0$, subtracting $e=e\langle x,x\rangle/\|x\|^2$ gives $R(x)-e=\mathrm{Re}\langle x,Ax\rangle/\|x\|^2$.

```lean
/-- For a nonzero vector `x`, `rayleigh H x - e` is the real part of `⟨x, (H - e) x⟩ / ⟨x, x⟩`. -/
theorem rayleigh_sub (H : E →L[ℂ] E) (e : ℝ) {x : E} (hx : x ≠ 0) :
    rayleigh H x - e = (⟪x, shifted H e x⟫_ℂ).re / ‖x‖ ^ 2 := by
  have hn : ‖x‖ ^ 2 ≠ 0 := pow_ne_zero 2 (norm_ne_zero_iff.2 hx)
  have h : (⟪x, x⟫_ℂ).re = ‖x‖ ^ 2 := inner_self_eq_norm_sq (𝕜 := ℂ) x
  have hs : shifted H e x = H x - (e : ℂ) • x := rfl
  rw [hs, inner_sub_right, inner_smul_right, Complex.sub_re, Complex.re_ofReal_mul,
    h, sub_div, mul_div_assoc, div_self hn, mul_one]
  rfl
```

Since $H\psi=e\psi$, we have $A\psi=0$. Symmetry of $H$ gives $\langle\psi,Ay\rangle=\langle H\psi,y\rangle-e\langle\psi,y\rangle=0$ for every $y$; this is `h1` in the proof. Hence, for any complex $c$,
$$\langle x-c\psi,A(x-c\psi)\rangle=\langle x,Ax\rangle-\bar c\,\langle\psi,Ax\rangle=\langle x,Ax\rangle .$$

```lean
variable {H : E →L[ℂ] E} {g : ι → E} {ψ : E} {e : ℝ}

/-- If `H` is symmetric and `H ψ = e ψ`, subtracting a multiple of `ψ` from a vector `x` leaves the
unnormalised value `⟨x, (H - e) x⟩` unchanged. -/
theorem expectation_sub_eigenvector (hH : (H : E →ₗ[ℂ] E).IsSymmetric)
    (hψ : H ψ = (e : ℂ) • ψ) (x : E) (c : ℂ) :
    ⟪x, shifted H e x⟫_ℂ = ⟪x - c • ψ, shifted H e (x - c • ψ)⟫_ℂ := by
  have hs : ∀ y, shifted H e y = H y - (e : ℂ) • y := fun _ => rfl
  have h0 : shifted H e ψ = 0 := by rw [hs, hψ, sub_self]
  -- the range of `H - e` is orthogonal to the eigenvector
  have h1 : ∀ y, ⟪ψ, shifted H e y⟫_ℂ = 0 := fun y => by
    have hsym : ⟪H ψ, y⟫_ℂ = ⟪ψ, H y⟫_ℂ := hH ψ y
    rw [hs, inner_sub_right, inner_smul_right, ← hsym, hψ, inner_smul_left,
      Complex.conj_ofReal, sub_self]
  rw [map_sub, map_smul, h0, smul_zero, sub_zero, inner_sub_left, inner_smul_left,
    h1, mul_zero, sub_zero]
```

Choose $x=P\psi$ and $c=p$. The remainder $r=P\psi-p\psi$ is the part of $P\psi$ orthogonal to $\psi$, and
$$\|r\|^2=\|P\psi\|^2-2p\,\mathrm{Re}\langle P\psi,\psi\rangle+p^2=p-2p^2+p^2=p(1-p).$$

```lean
/-- For orthonormal orbitals and normalised `ψ`, the vector `P ψ - p ψ` has squared
norm `p (1 - p)`. -/
theorem norm_sq_remainder (hg : Orthonormal ℂ g) (hn : ‖ψ‖ = 1) :
    ‖orbProj g ψ - (projectability g ψ : ℂ) • ψ‖ ^ 2
      = projectability g ψ * (1 - projectability g ψ) := by
  have h1 : (⟪orbProj g ψ, ψ⟫_ℂ).re = projectability g ψ :=
    inner_re_symm (𝕜 := ℂ) _ _
  have h2 : ‖orbProj g ψ - (projectability g ψ : ℂ) • ψ‖ ^ 2 = ‖orbProj g ψ‖ ^ 2
      - 2 * (⟪orbProj g ψ, (projectability g ψ : ℂ) • ψ⟫_ℂ).re
      + ‖(projectability g ψ : ℂ) • ψ‖ ^ 2 := norm_sub_sq (𝕜 := ℂ) _ _
  rw [h2, norm_sq_orbProj hg, inner_smul_right, Complex.re_ofReal_mul, h1, norm_smul,
    hn, mul_one, Complex.norm_real, Real.norm_eq_abs, sq_abs]
  ring
```

## The energy bound

If $p>0$, then $P\psi\neq0$, and the Cauchy–Schwarz inequality gives
$$|R(P\psi)-e|=\frac{|\mathrm{Re}\langle r,Ar\rangle|}{p}\le\frac{\|A\|\,\|r\|^2}{p}=\|A\|(1-p).$$
In Lean, `hH` says that $H$ is symmetric, `hg` that the orbitals are orthonormal, `hψ` and `hn` that $\psi$ is a normalised eigenstate, and `hp` that $p>0$. The `calc` block is the inequality above, multiplied through by $p$.

```lean
/-- Let `H` be bounded and symmetric, `H ψ = e ψ` with `ψ` normalised, and let the
orbitals be orthonormal. If `p > 0`, the Rayleigh quotient of `H` at `P ψ` differs
from `e` by at most `‖H - e‖ (1 - p)`. -/
theorem abs_rayleigh_orbProj_sub_le (hH : (H : E →ₗ[ℂ] E).IsSymmetric)
    (hg : Orthonormal ℂ g) (hψ : H ψ = (e : ℂ) • ψ) (hn : ‖ψ‖ = 1)
    (hp : 0 < projectability g ψ) :
    |rayleigh H (orbProj g ψ) - e| ≤ ‖shifted H e‖ * (1 - projectability g ψ) := by
  have hP := norm_sq_orbProj hg ψ
  have hne : orbProj g ψ ≠ 0 := fun h => by
    rw [h, norm_zero] at hP
    linarith
  rw [rayleigh_sub H e hne, hP, abs_div, abs_of_pos hp, div_le_iff₀ hp,
    expectation_sub_eigenvector hH hψ _ (projectability g ψ : ℂ)]
  -- only the part of `P ψ` orthogonal to `ψ` contributes
  have hr := norm_sq_remainder hg hn
  set r := orbProj g ψ - (projectability g ψ : ℂ) • ψ
  calc |(⟪r, shifted H e r⟫_ℂ).re| ≤ ‖⟪r, shifted H e r⟫_ℂ‖ := Complex.abs_re_le_norm _
    _ ≤ ‖r‖ * ‖shifted H e r‖ := norm_inner_le_norm _ _
    _ ≤ ‖r‖ * (‖shifted H e‖ * ‖r‖) :=
        mul_le_mul_of_nonneg_left ((shifted H e).le_opNorm r) (norm_nonneg r)
    _ = ‖shifted H e‖ * ‖r‖ ^ 2 := by ring
    _ = _ := by rw [hr]; ring
```

Since $0<p\le1$, dividing the right-hand side by $p$ can only enlarge it. This gives the weaker bound $\|A\|(1-p)/p$.

```lean
/-- Under the hypotheses of `abs_rayleigh_orbProj_sub_le`, the Rayleigh quotient of `H` at `P ψ`
differs from `e` by at most `‖H - e‖ (1 - p) / p`. -/
theorem abs_rayleigh_orbProj_sub_le_div (hH : (H : E →ₗ[ℂ] E).IsSymmetric)
    (hg : Orthonormal ℂ g) (hψ : H ψ = (e : ℂ) • ψ) (hn : ‖ψ‖ = 1)
    (hp : 0 < projectability g ψ) :
    |rayleigh H (orbProj g ψ) - e|
      ≤ ‖shifted H e‖ * (1 - projectability g ψ) / projectability g ψ := by
  have h1 := (projectability_mem_Icc hg hn).2
  exact (abs_rayleigh_orbProj_sub_le hH hg hψ hn hp).trans
    (le_div_self (mul_nonneg (norm_nonneg _) (by linarith)) hp h1)
```

## Two levels reach the bound

In the opening example $P\psi=a\,g$, with squared norm $a^2$. Then $AP\psi=ab(e'-e)\chi$, and
$$R(P\psi)-e=\frac{a^2b^2(e'-e)}{a^2}=(e'-e)(1-p).$$
The hypothesis `hN` is $\|A\|=|e'-e|$. For a self-adjoint $H$ on a complete space, it says that no part of the spectrum lies further from $e$ than $e'$ does. The error then equals the bound.

```lean
/-- Let `ψ`, `χ` be orthonormal eigenvectors of `H` with energies `e`, `e'` and
`‖H - e‖ = |e' - e|`. For the single orbital `a ψ + b χ` with real `a ≠ 0`, `b` and
`a² + b² = 1`, one has `p = a²` and the error is exactly `‖H - e‖ (1 - p)`. -/
theorem bound_attained {χ : E} {e' a b : ℝ} (hn : ‖ψ‖ = 1) (hn' : ‖χ‖ = 1)
    (ho : ⟪χ, ψ⟫_ℂ = 0) (hψ : H ψ = (e : ℂ) • ψ) (hχ : H χ = (e' : ℂ) • χ)
    (hN : ‖shifted H e‖ = |e' - e|) (ha : a ≠ 0) (hab : a ^ 2 + b ^ 2 = 1) :
    projectability (hybrid ψ χ a b) ψ = a ^ 2 ∧
    |rayleigh H (orbProj (hybrid ψ χ a b) ψ) - e| = ‖shifted H e‖ * (1 - a ^ 2) := by
  have ho' : ⟪ψ, χ⟫_ℂ = 0 := inner_eq_zero_symm.1 ho
  have h1 : ⟪ψ, ψ⟫_ℂ = 1 := by rw [inner_self_eq_norm_sq_to_K, hn]; simp
  have h2 : ⟪χ, χ⟫_ℂ = 1 := by rw [inner_self_eq_norm_sq_to_K, hn']; simp
  have hc : (a : ℂ) ^ 2 + (b : ℂ) ^ 2 = 1 := by exact_mod_cast hab
  have hov : ⟪(a : ℂ) • ψ + (b : ℂ) • χ, ψ⟫_ℂ = a := by
    simp only [inner_add_left, inner_smul_left, Complex.conj_ofReal, h1, ho]
    ring
  have hp : projectability (hybrid ψ χ a b) ψ = a ^ 2 := by
    rw [projectability_eq_sum]
    simp only [hybrid, hov, Finset.univ_unique, Finset.sum_singleton,
      Complex.norm_real, Real.norm_eq_abs, sq_abs]
  have hv : orbProj (hybrid ψ χ a b) ψ = (a : ℂ) • ((a : ℂ) • ψ + (b : ℂ) • χ) := by
    simp only [orbProj, hybrid, Finset.univ_unique, Finset.sum_singleton, hov]
  refine ⟨hp, ?_⟩
  rw [hv]
  set v := (a : ℂ) • ((a : ℂ) • ψ + (b : ℂ) • χ) with hvd
  have hP : ‖v‖ ^ 2 = a ^ 2 := by
    have h : (⟪v, v⟫_ℂ).re = ‖v‖ ^ 2 := inner_self_eq_norm_sq (𝕜 := ℂ) v
    have h' : ⟪v, v⟫_ℂ = ((a ^ 2 : ℝ) : ℂ) := by
      simp only [hvd, inner_add_left, inner_add_right, inner_smul_left,
        inner_smul_right, Complex.conj_ofReal, h1, h2, ho, ho']
      push_cast
      linear_combination (a : ℂ) ^ 2 * hc
    rw [← h, h', Complex.ofReal_re]
  have hne : v ≠ 0 := fun h => by
    rw [h, norm_zero] at hP
    exact ha (pow_eq_zero_iff two_ne_zero |>.1 (by linarith))
  -- `H - e` keeps only the `χ` component
  have hA : shifted H e v = ((a : ℂ) * b * ((e' : ℂ) - e)) • χ := by
    change H v - (e : ℂ) • v = _
    rw [hvd, map_smul, map_add, map_smul, map_smul, hψ, hχ]
    module
  have hE : ⟪v, shifted H e v⟫_ℂ = (((e' - e) * b ^ 2 * a ^ 2 : ℝ) : ℂ) := by
    rw [hA]
    simp only [hvd, inner_add_left, inner_smul_left, inner_smul_right,
      Complex.conj_ofReal, h2, ho']
    push_cast
    ring
  rw [rayleigh_sub H e hne, hE, hP, Complex.ofReal_re,
    mul_div_cancel_right₀ _ (pow_ne_zero 2 ha), hN, abs_mul, abs_of_nonneg (sq_nonneg b),
    ← hab, add_sub_cancel_left]

end

end ProjectabilityEnergyBound
```

```lean
#print axioms ProjectabilityEnergyBound.projectability_mem_Icc
-- 'ProjectabilityEnergyBound.projectability_mem_Icc' depends on axioms: [propext, Classical.choice, Quot.sound]
#print axioms ProjectabilityEnergyBound.abs_rayleigh_orbProj_sub_le_div
-- 'ProjectabilityEnergyBound.abs_rayleigh_orbProj_sub_le_div' depends on axioms: [propext, Classical.choice, Quot.sound]
#print axioms ProjectabilityEnergyBound.bound_attained
-- 'ProjectabilityEnergyBound.bound_attained' depends on axioms: [propext, Classical.choice, Quot.sound]
```

## Projectabilities in a Wannier calculation

Projectability disentanglement starts from the overlaps $c_{in}=\langle g_i,\psi_n\rangle$ of the Bloch states with orthonormalised atomic orbitals at each $k$ point. The projectability of band $n$ is the column sum $p_n=\sum_i|c_{in}|^2$. The method keeps states with $p_n$ near one, discards those with $p_n$ near zero, and disentangles those in between.

For a one-particle Hamiltonian in a finite orthonormal basis, with the orbitals expanded in the same basis, the theorem limits how far the mean energy of a projected Bloch state can move. With $\|H-e\|=500$ eV, a scale typical of a plane-wave cutoff, $p_n=0.999$ guarantees an error of at most 0.5 eV. This concerns a mean energy, not an interpolated band eigenvalue. Passing from the finite basis to the unbounded continuum Hamiltonian needs a separate argument, because $\|H-e\|$ grows with the cutoff.
